# The static response of a coupled kernel, written exactly through a solution of the uncoupled equation

The static response of a finite system with real kernel `K` to a perturbation with transition vector `d` is taken here as the number d · K⁻¹d. The lemma adds a coupling `B` to a kernel `A` and supposes that `A + B` is positive definite and that `x` solves the uncoupled equation A x = d. It states that the response of `A + B` to `d` is exactly d · x − x · Bx + (Bx) · (A + B)⁻¹(Bx), where the last term is the coupled kernel's response to the induced vector Bx. The proof notes that `x` solves the coupled equation with source d + Bx, which gives (A + B)⁻¹d = x − (A + B)⁻¹(Bx), and it puts this into the response twice, using the symmetry of the inverse kernel in between.

An attempt in Lean 4 with a fault in it:

```lean
import Mathlib

open Matrix

namespace StaticResponseAddCoupling

noncomputable section

variable {n : Type*} [Fintype n] [DecidableEq n]

/-- The static response `d · K⁻¹ d` of a system with invertible response kernel `K` to a
perturbation with transition vector `d`. -/
def staticResponse (K : Matrix n n ℝ) (d : n → ℝ) : ℝ :=
  d ⬝ᵥ (K⁻¹ *ᵥ d)

/-- For a positive definite kernel `K`, a vector `x` that solves the response equation
`K x = d` is `K⁻¹ d`. -/
theorem inv_mulVec_of_solves {K : Matrix n n ℝ} (hK : K.PosDef) {x d : n → ℝ}
    (h : K *ᵥ x = d) : K⁻¹ *ᵥ d = x := by
  have hu : IsUnit K.det := hK.det_pos.ne'.isUnit
  rw [← h, mulVec_mulVec, nonsing_inv_mul _ hu, one_mulVec]

/-- If `A + B` is positive definite and `x` solves the uncoupled equation `A x = d`, the response of
`A + B` to `d` is `d · x`, minus the first-order term `x · B x`, plus the response of `A + B` to the
induced vector `B x`. -/
theorem staticResponse_add_coupling {A B : Matrix n n ℝ} (hP : (A + B).PosDef)
    {x d : n → ℝ} (hx : A *ᵥ x = d) :
    staticResponse (A + B) d
      = d ⬝ᵥ x - x ⬝ᵥ (B *ᵥ x) + staticResponse (A + B) (B *ᵥ x) := by
  -- `x` solves the coupled equation with source `d + B x`
  have hsolve : (A + B)⁻¹ *ᵥ (d + B *ᵥ x) = x :=
    inv_mulVec_of_solves hP (by rw [add_mulVec, hx])
  rw [mulVec_add] at hsolve
  have h1 : (A + B)⁻¹ *ᵥ d = x - (A + B)⁻¹ *ᵥ (B *ᵥ x) := eq_sub_of_add_eq hsolve
  -- the inverse kernel is symmetric
  have ht : ((A + B)⁻¹)ᵀ = (A + B)⁻¹ := by
    have h : ((A + B)⁻¹)ᴴ = (A + B)⁻¹ := hP.inv.isHermitian
    rwa [conjTranspose_eq_transpose_of_trivial] at h
  have hsym : d ⬝ᵥ ((A + B)⁻¹ *ᵥ (B *ᵥ x)) = ((A + B)⁻¹ *ᵥ d) ⬝ᵥ (B *ᵥ x) := by
    rw [dotProduct_mulVec, ← vecMul_transpose, ht]
  unfold staticResponse
  rw [h1, dotProduct_sub, hsym, h1, sub_dotProduct,
    dotProduct_comm ((A + B)⁻¹ *ᵥ (B *ᵥ x)) (B *ᵥ x)]
  ring

end

end StaticResponseAddCoupling
```

Compiling this gives:

```
Main.lean:40:47: error: Tactic `rewrite` failed: Did not find an occurrence of the pattern
  (A + B)⁻¹ᵀ
in the target expression
  d ᵥ* (A + B)⁻¹ ⬝ᵥ x ᵥ* Bᵀ = (A + B)⁻¹ *ᵥ d ⬝ᵥ x ᵥ* Bᵀ

n : Type u_1
inst✝¹ : Fintype n
inst✝ : DecidableEq n
A B : Matrix n n ℝ
hP : (A + B).PosDef
x d : n → ℝ
hx : A *ᵥ x = d
hsolve : (A + B)⁻¹ *ᵥ d + (A + B)⁻¹ *ᵥ B *ᵥ x = x
h1 : (A + B)⁻¹ *ᵥ d = x - (A + B)⁻¹ *ᵥ B *ᵥ x
ht : (A + B)⁻¹ᵀ = (A + B)⁻¹
⊢ d ᵥ* (A + B)⁻¹ ⬝ᵥ x ᵥ* Bᵀ = (A + B)⁻¹ *ᵥ d ⬝ᵥ x ᵥ* Bᵀ
```

The error is in the proof of `hsym`, which moves the inverse kernel from one side of a dot product to the other. After `dotProduct_mulVec` the goal has the product `B *ᵥ x` on both sides and `(A + B)⁻¹ *ᵥ d` on the right. The step `← vecMul_transpose` turns a product `M *ᵥ v` into `v ᵥ* Mᵀ`, and it was meant for `(A + B)⁻¹ *ᵥ d`. With no arguments given, `rw` settles on the first match it finds, here `B *ᵥ x`, and rewrites only the copies of that. The goal in the message shows the result, `x ᵥ* Bᵀ` on both sides. No transpose of `(A + B)⁻¹` has appeared, so `ht` finds nothing to rewrite.

The repair first proves `hv`, that `d ᵥ* (A + B)⁻¹` equals `(A + B)⁻¹ *ᵥ d`. In that equation the only `*ᵥ` product is the intended one, so the same two rewrites succeed. Rewriting with `dotProduct_mulVec` and then `hv` makes the two sides of `hsym` identical, and `rw` closes the goal.

Fix (accepted with no message):

```diff
@@ -38,5 +38,7 @@
     rwa [conjTranspose_eq_transpose_of_trivial] at h
   have hsym : d ⬝ᵥ ((A + B)⁻¹ *ᵥ (B *ᵥ x)) = ((A + B)⁻¹ *ᵥ d) ⬝ᵥ (B *ᵥ x) := by
-    rw [dotProduct_mulVec, ← vecMul_transpose, ht]
+    have hv : d ᵥ* (A + B)⁻¹ = (A + B)⁻¹ *ᵥ d := by
+      rw [← vecMul_transpose, ht]
+    rw [dotProduct_mulVec, hv]
   unfold staticResponse
   rw [h1, dotProduct_sub, hsym, h1, sub_dotProduct,
```
